# With two exponential basis-set errors, improving an accidentally exact basis first worsens the reaction energy

For a reaction that turns one species into another, such as an isomerisation, the reaction energy is the difference of the two species' energies, each with a basis-set error. At some basis quality $x$ the errors may cancel. What happens when the basis is then improved?

Let the errors be $a\,p^x$ and $b\,q^x$. The prefactors $a,b>0$ are the errors at $x=0$; $p$ and $q$ are the factors by which the errors change per unit of $x$. With $0<q<p<1$ both errors decay, the second faster. The reaction error is $f(x)=a\,p^x-b\,q^x$, written `reactionError a b p q x`. All quantities are real numbers, so $x$ varies continuously and `p ^ x` is a real power.

```lean
import Mathlib

open Filter Topology

namespace AccidentallyExactBasis

noncomputable section

/-- Reaction error at basis quality `x`: the difference of two species' basis-set errors,
`a p^x` and `b q^x`. -/
def reactionError (a b p q x : ℝ) : ℝ := a * p ^ x - b * q ^ x
```

Write $L=\ln(p/q)$. Two basis qualities are defined by formulas, and their properties are left to be proved. The first, `exactBasis`, is $x_0=\ln(b/a)/L$.

```lean
/-- The basis quality `ln(b/a) / ln(p/q)`, for `a, b > 0` and `0 < q < p`. -/
def exactBasis (a b p q : ℝ) : ℝ := Real.log (b / a) / Real.log (p / q)
```

The second, `worstBasis`, is $x_1=x_0+\ln(\ln q/\ln p)/L$. "Worst" refers to the range $x\ge x_0$: below $x_0$ the error is negative and can be larger in magnitude.

```lean
/-- The basis quality `x0 + ln(ln q / ln p) / ln(p/q)`, where `x0` is `exactBasis`,
for `a, b > 0` and `0 < q < p < 1`. -/
def worstBasis (a b p q : ℝ) : ℝ :=
  exactBasis a b p q + Real.log (Real.log q / Real.log p) / Real.log (p / q)
```

That real errors follow single exponentials is assumed. Available basis sets are also discrete, so none need lie at $x_0$ or $x_1$. Within this two-exponential model, a deviation that grows after a small basis has agreed with the limit is compatible with convergence.

## (a) The sign of $L$

Show that for $0<q<p$
$$L>0.$$

Since $p/q>1$, its logarithm is positive. The Lean proof is the same two steps.

```lean
variable {a b p q : ℝ}

lemma log_ratio_pos (hq : 0 < q) (hqp : q < p) : 0 < Real.log (p / q) :=
  Real.log_pos ((one_lt_div hq).2 hqp)
```

## (b) The ratio of the two errors

Show that for $a,b>0$ and $0<q<p$
$$a\,p^x=b\,q^x\,e^{(x-x_0)L}.$$

Because $x_0L=\ln(b/a)$,
$$(x-x_0)L=\ln a-\ln b+x\ln p-x\ln q .$$
Exponentiating gives $a\,p^x/(b\,q^x)$. In Lean, `h1` is the displayed identity; the powers are then written as exponentials and `field_simp` clears the fraction.

```lean
/-- For `a, b > 0` and `0 < q < p`, the error `a p^x` equals the error `b q^x` times
`exp((x - x0) ln(p/q))`, where `x0` is `exactBasis`. -/
theorem error_ratio (ha : 0 < a) (hb : 0 < b) (hq : 0 < q) (hqp : q < p) (x : ℝ) :
    a * p ^ x = b * q ^ x * Real.exp ((x - exactBasis a b p q) * Real.log (p / q)) := by
  have hp : 0 < p := hq.trans hqp
  have hL := log_ratio_pos hq hqp
  have h1 : (x - exactBasis a b p q) * Real.log (p / q)
      = Real.log a - Real.log b + x * Real.log p - x * Real.log q := by
    unfold exactBasis
    rw [sub_mul, div_mul_cancel₀ _ hL.ne', Real.log_div hb.ne' ha.ne',
      Real.log_div hp.ne' hq.ne']
    ring
  rw [h1, Real.rpow_def_of_pos hp, Real.rpow_def_of_pos hq, Real.exp_sub, Real.exp_add,
    Real.exp_sub, Real.exp_log ha, Real.exp_log hb, mul_comm (Real.log p) x,
    mul_comm (Real.log q) x]
  field_simp
```

## (c) A single zero

Under the same conditions, show that
$$f(x)=0\iff x=x_0.$$

By (b), $f(x)=b\,q^x\left(e^{(x-x_0)L}-1\right)$. The prefactor is positive, so $f$ vanishes only if $(x-x_0)L=0$, and $L\neq0$. Lean cancels the prefactor using `hc`, then splits the zero product.

```lean
/-- For `a, b > 0` and `0 < q < p`, the reaction error vanishes at `exactBasis` and at no other
real basis quality. -/
theorem reactionError_eq_zero_iff (ha : 0 < a) (hb : 0 < b) (hq : 0 < q) (hqp : q < p)
    (x : ℝ) : reactionError a b p q x = 0 ↔ x = exactBasis a b p q := by
  have hL := log_ratio_pos hq hqp
  have hc : b * q ^ x ≠ 0 := (mul_pos hb (Real.rpow_pos_of_pos hq x)).ne'
  unfold reactionError
  rw [sub_eq_zero, error_ratio ha hb hq hqp x]
  constructor
  · intro h
    have h1 : Real.exp ((x - exactBasis a b p q) * Real.log (p / q)) = 1 :=
      mul_left_cancel₀ hc (by rw [h, mul_one])
    rcases mul_eq_zero.1 ((Real.exp_eq_one_iff _).1 h1) with h3 | h3
    · linarith
    · exact absurd h3 hL.ne'
  · intro h
    rw [← h, sub_self, zero_mul, Real.exp_zero, mul_one]
```

## (d) When the exact basis has positive quality

Under the same conditions, show that
$$\bigl(\exists\,x>0:\ f(x)=0\bigr)\iff a<b.$$

By (c) the only candidate is $x_0$. Since $L>0$, it is positive exactly when $\ln(b/a)>0$, that is, when $b>a$. Lean proves the forward direction by contradiction: $b\le a$ would give $x_0\le0$.

```lean
/-- For `a, b > 0` and `0 < q < p`, the reaction error vanishes at some positive basis quality
exactly when `a < b`. -/
theorem exists_exact_basis_iff (ha : 0 < a) (hb : 0 < b) (hq : 0 < q) (hqp : q < p) :
    (∃ x, 0 < x ∧ reactionError a b p q x = 0) ↔ a < b := by
  have hL := log_ratio_pos hq hqp
  constructor
  · rintro ⟨x, hx, h⟩
    rw [reactionError_eq_zero_iff ha hb hq hqp] at h
    by_contra hab
    have h1 : Real.log (b / a) ≤ 0 :=
      Real.log_nonpos (div_pos hb ha).le ((div_le_one ha).2 (not_lt.1 hab))
    have h2 : exactBasis a b p q ≤ 0 := div_nonpos_of_nonpos_of_nonneg h1 hL.le
    linarith
  · intro hab
    exact ⟨exactBasis a b p q, div_pos (Real.log_pos ((one_lt_div ha).2 hab)) hL,
      (reactionError_eq_zero_iff ha hb hq hqp _).2 rfl⟩
```

## (e) The error ratio at $x_1$

Now let $p<1$ as well. Show that
$$e^{(x_1-x_0)L}=\frac{\ln q}{\ln p}.$$

By definition $(x_1-x_0)L=\ln(\ln q/\ln p)$. Both logarithms are negative, so their quotient is positive and the exponential undoes the outer logarithm.

```lean
lemma exp_gap (hq : 0 < q) (hqp : q < p) (hp1 : p < 1) :
    Real.exp ((worstBasis a b p q - exactBasis a b p q) * Real.log (p / q))
      = Real.log q / Real.log p := by
  have hL := log_ratio_pos hq hqp
  have hlp := Real.log_neg (hq.trans hqp) hp1
  have hlq := Real.log_neg hq (hqp.trans hp1)
  unfold worstBasis
  rw [add_sub_cancel_left, div_mul_cancel₀ _ hL.ne',
    Real.exp_log (div_pos_of_neg_of_neg hlq hlp)]
```

## (f) The slope

For $a,b>0$ and $0<q<p<1$, show that
$$f'(x)=b\,q^x(-\ln p)\left(e^{(x_1-x_0)L}-e^{(x-x_0)L}\right).$$

Differentiate and insert (b):
$$f'(x)=a\,p^x\ln p-b\,q^x\ln q=b\,q^x(-\ln p)\left(\frac{\ln q}{\ln p}-e^{(x-x_0)L}\right).$$
Then use (e). `HasDerivAt` states both that the derivative exists and what it equals; `hd` is the plain derivative, and `linear_combination` does the factoring.

```lean
/-- For `a, b > 0` and `0 < q < p < 1`, the slope of the reaction error is a positive factor
times a difference of exponentials that changes sign at `worstBasis`. -/
theorem hasDerivAt_reactionError (ha : 0 < a) (hb : 0 < b) (hq : 0 < q) (hqp : q < p)
    (hp1 : p < 1) (x : ℝ) :
    HasDerivAt (reactionError a b p q)
      (b * q ^ x * (-Real.log p) *
        (Real.exp ((worstBasis a b p q - exactBasis a b p q) * Real.log (p / q))
          - Real.exp ((x - exactBasis a b p q) * Real.log (p / q)))) x := by
  have hp : 0 < p := hq.trans hqp
  have hd : HasDerivAt (reactionError a b p q)
      (a * (p ^ x * Real.log p) - b * (q ^ x * Real.log q)) x :=
    ((Real.hasStrictDerivAt_const_rpow hp x).hasDerivAt.const_mul a).fun_sub
      ((Real.hasStrictDerivAt_const_rpow hq x).hasDerivAt.const_mul b)
  refine hd.congr_deriv ?_
  rw [exp_gap hq hqp hp1]
  have hR : Real.log q / Real.log p * Real.log p = Real.log q :=
    div_mul_cancel₀ _ (Real.log_neg hp hp1).ne
  linear_combination Real.log p * error_ratio ha hb hq hqp x + b * q ^ x * hR
```

## (g) The height at $x_1$

Under the same conditions, show that
$$f(x_1)=b\,q^{x_1}\left(\frac{\ln q}{\ln p}-1\right).$$

Set $x=x_1$ in (b), replace the exponential by (e), and subtract $b\,q^{x_1}$.

```lean
/-- For `a, b > 0` and `0 < q < p < 1`, the reaction error at `worstBasis` is the error of the
faster-converging species there, times `ln q / ln p - 1`. -/
theorem reactionError_worstBasis (ha : 0 < a) (hb : 0 < b) (hq : 0 < q) (hqp : q < p)
    (hp1 : p < 1) :
    reactionError a b p q (worstBasis a b p q)
      = b * q ^ worstBasis a b p q * (Real.log q / Real.log p - 1) := by
  unfold reactionError
  rw [error_ratio ha hb hq hqp, exp_gap hq hqp hp1]
  ring
```

## (h) Rise, maximum and decay

Let $0<a<b$ and $0<q<p<1$. Show that $0<x_0<x_1$, that $x_0$ is the only zero, and that $f>0$ beyond it. Show also that $f$ rises strictly on $[x_0,x_1]$ and falls strictly on $[x_1,\infty)$, with
$$f(x)<f(x_1)\quad(x\ne x_1),\qquad \lim_{x\to\infty}f(x)=0.$$

Part (d)'s argument gives $x_0>0$, and (c) gives the unique zero. From $\ln q<\ln p<0$ follows $\ln q/\ln p>1$, hence $x_1>x_0$. For $x>x_0$ the exponential in (b) exceeds one, so $f(x)>0$.

In (f) the prefactor is positive, so $f'(x)$ has the sign of $x_1-x$. Thus $f$ rises strictly on all of $(-\infty,x_1]$ and falls strictly on $[x_1,\infty)$, which makes $x_1$ the unique global maximum. Finally, $r^x=e^{x\ln r}\to0$ for $0<r<1$, so both terms of $f$ vanish in the limit.

In Lean, `hk` is the positive prefactor, `hmono` and `hanti` are the two monotonicity statements, and `hlim` is the decay. The closing `refine` assembles the eight claims, restricting `hmono` to $[x_0,x_1]$.

```lean
/-- For `0 < q < p < 1` and `0 < a < b`, the reaction error has one real zero, at positive basis
quality. Beyond it the error is positive, rises strictly to its unique global maximum at
`worstBasis`, then falls strictly and tends to zero. -/
theorem improving_exact_basis_first_worsens (ha : 0 < a) (hab : a < b) (hq : 0 < q)
    (hqp : q < p) (hp1 : p < 1) :
    0 < exactBasis a b p q ∧ exactBasis a b p q < worstBasis a b p q ∧
    (∀ x, reactionError a b p q x = 0 ↔ x = exactBasis a b p q) ∧
    (∀ x, exactBasis a b p q < x → 0 < reactionError a b p q x) ∧
    StrictMonoOn (reactionError a b p q)
      (Set.Icc (exactBasis a b p q) (worstBasis a b p q)) ∧
    StrictAntiOn (reactionError a b p q) (Set.Ici (worstBasis a b p q)) ∧
    (∀ x, x ≠ worstBasis a b p q →
      reactionError a b p q x < reactionError a b p q (worstBasis a b p q)) ∧
    Tendsto (reactionError a b p q) atTop (𝓝 0) := by
  have hb : 0 < b := ha.trans hab
  have hp : 0 < p := hq.trans hqp
  have hL := log_ratio_pos hq hqp
  have hlp := Real.log_neg hp hp1
  have hd := hasDerivAt_reactionError ha hb hq hqp hp1
  have hk : ∀ x : ℝ, 0 < b * q ^ x * (-Real.log p) := fun x =>
    mul_pos (mul_pos hb (Real.rpow_pos_of_pos hq x)) (neg_pos.2 hlp)
  -- the error rises everywhere below the worst basis and falls everywhere above it
  have hmono : StrictMonoOn (reactionError a b p q) (Set.Iic (worstBasis a b p q)) := by
    refine strictMonoOn_of_deriv_pos (convex_Iic _)
      (fun x _ => (hd x).continuousAt.continuousWithinAt) (fun x hx => ?_)
    rw [interior_Iic] at hx
    have hx' : x < worstBasis a b p q := hx
    rw [(hd x).deriv]
    exact mul_pos (hk x) (sub_pos.2 (Real.exp_lt_exp.2
      (mul_lt_mul_of_pos_right (by linarith) hL)))
  have hanti : StrictAntiOn (reactionError a b p q) (Set.Ici (worstBasis a b p q)) := by
    refine strictAntiOn_of_deriv_neg (convex_Ici _)
      (fun x _ => (hd x).continuousAt.continuousWithinAt) (fun x hx => ?_)
    rw [interior_Ici] at hx
    have hx' : worstBasis a b p q < x := hx
    rw [(hd x).deriv]
    exact mul_neg_of_pos_of_neg (hk x) (sub_neg.2 (Real.exp_lt_exp.2
      (mul_lt_mul_of_pos_right (by linarith) hL)))
  -- each species' error decays to zero
  have hlim : ∀ r : ℝ, 0 < r → r < 1 → Tendsto (fun x : ℝ => r ^ x) atTop (𝓝 0) := by
    intro r h0 h1
    simp only [Real.rpow_def_of_pos h0]
    exact Real.tendsto_exp_atBot.comp
      (tendsto_id.const_mul_atTop_of_neg (Real.log_neg h0 h1))
  refine ⟨div_pos (Real.log_pos ((one_lt_div ha).2 hab)) hL, ?_,
    reactionError_eq_zero_iff ha hb hq hqp, ?_,
    hmono.mono (fun x hx => hx.2), hanti, ?_, ?_⟩
  · have h1 : 1 < Real.log q / Real.log p :=
      (one_lt_div_of_neg hlp).2 (Real.log_lt_log hq hqp)
    have h2 := div_pos (Real.log_pos h1) hL
    unfold worstBasis
    linarith
  · intro x hx
    have h1 := Real.one_lt_exp_iff.2 (mul_pos (sub_pos.2 hx) hL)
    have h2 := mul_lt_mul_of_pos_left h1 (mul_pos hb (Real.rpow_pos_of_pos hq x))
    unfold reactionError
    rw [error_ratio ha hb hq hqp x]
    linarith
  · intro x hx
    rcases lt_or_gt_of_ne hx with h | h
    · exact hmono (Set.mem_Iic.2 h.le) (Set.mem_Iic.2 le_rfl) h
    · exact hanti (Set.mem_Ici.2 le_rfl) (Set.mem_Ici.2 h.le) h
  · have h := ((hlim p hp hp1).const_mul a).sub ((hlim q hq (hqp.trans hp1)).const_mul b)
    rw [mul_zero, mul_zero, sub_zero] at h
    exact h

end

end AccidentallyExactBasis
```

```lean
#print axioms AccidentallyExactBasis.exists_exact_basis_iff
#print axioms AccidentallyExactBasis.reactionError_worstBasis
#print axioms AccidentallyExactBasis.improving_exact_basis_first_worsens
```

```
'AccidentallyExactBasis.exists_exact_basis_iff' depends on axioms: [propext, Classical.choice, Quot.sound]
'AccidentallyExactBasis.reactionError_worstBasis' depends on axioms: [propext, Classical.choice, Quot.sound]
'AccidentallyExactBasis.improving_exact_basis_first_worsens' depends on axioms: [propext, Classical.choice, Quot.sound]
```
